# Means and variances of noninteracting fragments add in a normalised product state

## Two molecules far apart

Place two molecules so far apart that their interaction can be neglected, and describe each by its own approximate state. The energy of the pair should be the sum of the fragment energies. The energy variance, which measures how far a state is from being an eigenstate, should also not acquire a spurious contribution from treating the molecules together.

Let \(A\) and \(B\) be the fragment Hamiltonians, \(u\) and \(v\) the fragment states. The pair has

\[
H=A\otimes 1+1\otimes B,\qquad (u\otimes v)_{ij}=u_i v_j .
\]

## What is claimed

Write \(\langle x,y\rangle=\sum_i x_i^*y_i\), and let \(\langle u,u\rangle=\langle v,v\rangle=1\). Define the mean \(a=\langle u,Au\rangle\), the deviation vector \(d_A=Au-a\,u\) and the variance \(\|d_A\|^2\); similarly \(b\) and \(d_B\) for \(B\) in \(v\). Then \(H\) has mean \(a+b\) and variance \(\|d_A\|^2+\|d_B\|^2\) in \(u\otimes v\).

This holds for all square complex matrices. Hermiticity is used only as a sufficient condition for identifying the variance with \(\langle A^2\rangle-\langle A\rangle^2\).

## Why the cross terms vanish

Overlaps of product states factorise:

\[
\langle u\otimes v,u'\otimes v'\rangle=\sum_{ij}u_i^*v_j^*u'_iv'_j=\langle u,u'\rangle\langle v,v'\rangle .
\]

The Hamiltonian acts on one factor at a time:

\[
\sum_{kl}(A_{ik}\delta_{jl}+\delta_{ik}B_{jl})u_kv_l=(Au)_iv_j+u_i(Bv)_j .
\]

Taking the overlap with \(u\otimes v\) gives the mean \(a\langle v,v\rangle+\langle u,u\rangle b=a+b\). Subtracting \((a+b)\,u\otimes v\) gives the deviation vector of the pair,

\[
d_H=d_A\otimes v+u\otimes d_B .
\]

Each deviation is orthogonal to its own state, since \(\langle u,d_A\rangle=a-a\langle u,u\rangle=0\), and likewise \(\langle v,d_B\rangle=0\). Hence

\[
\|d_H\|^2=\|d_A\|^2+\langle d_A,u\rangle\langle v,d_B\rangle+\langle u,d_A\rangle\langle d_B,v\rangle+\|d_B\|^2=\|d_A\|^2+\|d_B\|^2 .
\]

For Hermitian \(A\), the same orthogonality gives

\[
\|d_A\|^2=\langle Au,d_A\rangle=\langle u,Ad_A\rangle=\langle u,A^2u\rangle-a^2 .
\]

## Eigenstates, and an entangled exception

If \(\|d_A\|^2=0\), then \(Au=a\,u\). Conversely, \(Au=\lambda u\) gives \(a=\lambda\) and \(d_A=0\). Two nonnegative variances sum to zero only if both vanish, so \(u\otimes v\) is an eigenvector of \(H\) exactly when both factors are eigenvectors of their fragment Hamiltonians. The eigenvalue of \(H\) is then its mean \(a+b\), the sum of the fragment eigenvalues. Size consistency asks that the energies computed by a method add in this way for noninteracting fragments. Energies computed as means do so whenever the method's state for the pair is the product of its normalised fragment states, whether or not these are eigenstates.

Correlation between the fragments can break the additivity of the variance, although the means still add. In \(\tfrac35|00\rangle+\tfrac45|11\rangle\), the total \(\sigma_z\) is \(2\) or \(-2\), with probabilities \(9/25\) and \(16/25\). Its mean is \(-14/25\) and its variance \(4-196/625=2304/625\). Each single spin has mean \(-7/25\) and variance \(1-49/625=576/625\), so the total is twice the sum.

## Reading the Lean statement

The finite types `m` and `n` label the fragment basis states, and `m × n` labels the pair. The hypotheses `hu` and `hv` are the normalisations; `star` conjugates the left vector. `mean` is complex-valued, `variance` real-valued. In the spin example, a zero matrix in `pairHamiltonian` switches off one spin's contribution.

The fragments are distinguishable: electrons are not antisymmetrised between them. Interactions and infinite-dimensional spaces are not covered, and nothing singles out the ground state.

## Variance defined by second moments

Defining the variance as \(\langle A^2\rangle-\langle A\rangle^2\) would keep additivity, because the term \(2ab\) in \(\langle H^2\rangle\) cancels. For non-Hermitian matrices, however, the result could be complex, and it could vanish without an eigenvector: take \(A=\begin{pmatrix}0&1\\0&0\end{pmatrix}\) and \(u=(0,1)\).

## The Lean file

```lean
import Mathlib

open Matrix
open scoped Kronecker

namespace ProductStateVariance

noncomputable section

variable {m n : Type*} [Fintype m] [Fintype n]

/-- The product state of two fragments, with amplitudes `u i * v j`. -/
def productState {m n : Type*} (u : m → ℂ) (v : n → ℂ) : m × n → ℂ :=
  fun p => u p.1 * v p.2

/-- The Hamiltonian `A ⊗ 1 + 1 ⊗ B` of two noninteracting fragments. -/
def pairHamiltonian {m n : Type*} [DecidableEq m] [DecidableEq n]
    (A : Matrix m m ℂ) (B : Matrix n n ℂ) : Matrix (m × n) (m × n) ℂ :=
  A ⊗ₖ (1 : Matrix n n ℂ) + (1 : Matrix m m ℂ) ⊗ₖ B

/-- The mean `⟨u, A u⟩` of `A` in the unit vector `u`. -/
def mean (A : Matrix m m ℂ) (u : m → ℂ) : ℂ := star u ⬝ᵥ (A *ᵥ u)

/-- The deviation vector `(A - ⟨A⟩) u`. -/
def deviation (A : Matrix m m ℂ) (u : m → ℂ) : m → ℂ := A *ᵥ u - mean A u • u

/-- The variance of `A` in the unit vector `u`: the squared norm of `(A - ⟨A⟩) u`. -/
def variance (A : Matrix m m ℂ) (u : m → ℂ) : ℝ := ∑ i, ‖deviation A u i‖ ^ 2

/-- The variance is the overlap of the deviation vector with itself. -/
theorem variance_eq_overlap (A : Matrix m m ℂ) (u : m → ℂ) :
    (variance A u : ℂ) = star (deviation A u) ⬝ᵥ deviation A u := by
  simp only [variance, dotProduct, Pi.star_apply, Complex.ofReal_sum, Complex.ofReal_pow]
  exact Finset.sum_congr rfl fun i _ => (Complex.conj_mul' _).symm

/-- In a unit vector, the deviation vector is orthogonal to the state. -/
theorem state_orthogonal_deviation (A : Matrix m m ℂ) (u : m → ℂ) (hu : star u ⬝ᵥ u = 1) :
    star u ⬝ᵥ deviation A u = 0 := by
  rw [deviation, dotProduct_sub, dotProduct_smul, hu, smul_eq_mul, mul_one, mean, sub_self]

/-- For a Hermitian matrix and a unit vector, the variance is `⟨A²⟩ - ⟨A⟩²`. -/
theorem variance_of_isHermitian (A : Matrix m m ℂ) (hA : A.IsHermitian) (u : m → ℂ)
    (hu : star u ⬝ᵥ u = 1) :
    (variance A u : ℂ) = mean (A * A) u - mean A u ^ 2 := by
  -- Hermiticity moves `A` from the bra to the ket
  have h : ∀ w : m → ℂ, star (A *ᵥ u) ⬝ᵥ w = star u ⬝ᵥ (A *ᵥ w) := fun w => by
    rw [Matrix.star_mulVec, hA.eq, ← Matrix.dotProduct_mulVec]
  have h1 : star (deviation A u) ⬝ᵥ deviation A u
      = star (A *ᵥ u) ⬝ᵥ deviation A u - star (mean A u) * (star u ⬝ᵥ deviation A u) := by
    change star (A *ᵥ u - mean A u • u) ⬝ᵥ deviation A u = _
    rw [star_sub, star_smul, sub_dotProduct, smul_dotProduct, smul_eq_mul]
  rw [variance_eq_overlap, h1, state_orthogonal_deviation A u hu, mul_zero, sub_zero, h,
    deviation, Matrix.mulVec_sub, Matrix.mulVec_smul, dotProduct_sub, dotProduct_smul,
    Matrix.mulVec_mulVec, smul_eq_mul]
  simp only [mean]
  ring

/-- A unit vector has zero variance exactly when it is an eigenvector. -/
theorem variance_eq_zero_iff (A : Matrix m m ℂ) (u : m → ℂ) (hu : star u ⬝ᵥ u = 1) :
    variance A u = 0 ↔ ∃ a : ℂ, A *ᵥ u = a • u := by
  constructor
  · intro h
    unfold variance at h
    refine ⟨mean A u, ?_⟩
    ext i
    have h' := (Finset.sum_eq_zero_iff_of_nonneg
      (fun i _ => sq_nonneg ‖deviation A u i‖)).mp h i (Finset.mem_univ i)
    have h0 : deviation A u i = 0 := norm_eq_zero.mp ((pow_eq_zero_iff two_ne_zero).mp h')
    exact sub_eq_zero.mp h0
  · rintro ⟨a, ha⟩
    have hm : mean A u = a := by
      rw [mean, ha, dotProduct_smul, hu, smul_eq_mul, mul_one]
    simp [variance, deviation, ha, hm]

/-- The overlap of two product states is the product of the fragment overlaps. -/
theorem overlap_productState (u u' : m → ℂ) (v v' : n → ℂ) :
    star (productState u v) ⬝ᵥ productState u' v' = (star u ⬝ᵥ u') * (star v ⬝ᵥ v') := by
  simp only [dotProduct, productState, Fintype.sum_prod_type, Pi.star_apply, star_mul',
    Finset.sum_mul_sum]
  refine Finset.sum_congr rfl fun i _ => Finset.sum_congr rfl fun j _ => ?_
  ring

variable [DecidableEq m] [DecidableEq n]

/-- The pair Hamiltonian acts on a product state one fragment at a time. -/
theorem pairHamiltonian_mulVec (A : Matrix m m ℂ) (B : Matrix n n ℂ) (u : m → ℂ) (v : n → ℂ) :
    pairHamiltonian A B *ᵥ productState u v
      = productState (A *ᵥ u) v + productState u (B *ᵥ v) := by
  ext ⟨i, j⟩
  have h1 : ∑ k, ∑ l, A i k * (1 : Matrix n n ℂ) j l * (u k * v l)
      = (∑ k, A i k * u k) * v j := by
    rw [Finset.sum_mul]
    refine Finset.sum_congr rfl fun k _ => ?_
    simp only [Matrix.one_apply, mul_ite, mul_one, mul_zero, ite_mul, zero_mul,
      Finset.sum_ite_eq, Finset.mem_univ, if_true]
    ring
  have h2 : ∑ k, ∑ l, (1 : Matrix m m ℂ) i k * B j l * (u k * v l)
      = u i * ∑ l, B j l * v l := by
    rw [Finset.sum_comm, Finset.mul_sum]
    refine Finset.sum_congr rfl fun l _ => ?_
    simp only [Matrix.one_apply, ite_mul, one_mul, zero_mul,
      Finset.sum_ite_eq, Finset.mem_univ, if_true]
    ring
  simp only [pairHamiltonian, productState, Matrix.mulVec, dotProduct, Fintype.sum_prod_type,
    Matrix.add_apply, Matrix.kroneckerMap_apply, Pi.add_apply, add_mul, Finset.sum_add_distrib]
  rw [h1, h2]

/-- In a product of unit vectors, the mean of the pair Hamiltonian is the sum of the
fragment means. -/
theorem mean_additive (A : Matrix m m ℂ) (B : Matrix n n ℂ) (u : m → ℂ) (v : n → ℂ)
    (hu : star u ⬝ᵥ u = 1) (hv : star v ⬝ᵥ v = 1) :
    mean (pairHamiltonian A B) (productState u v) = mean A u + mean B v := by
  rw [mean, pairHamiltonian_mulVec, dotProduct_add, overlap_productState,
    overlap_productState, hu, hv, mul_one, one_mul, mean, mean]

/-- In a product of unit vectors, the variance of the pair Hamiltonian is the sum of the
fragment variances. -/
theorem variance_additive (A : Matrix m m ℂ) (B : Matrix n n ℂ) (u : m → ℂ) (v : n → ℂ)
    (hu : star u ⬝ᵥ u = 1) (hv : star v ⬝ᵥ v = 1) :
    variance (pairHamiltonian A B) (productState u v) = variance A u + variance B v := by
  -- the deviation of the pair is a sum of one-fragment deviations
  have hd : deviation (pairHamiltonian A B) (productState u v)
      = productState (deviation A u) v + productState u (deviation B v) := by
    rw [deviation, mean_additive A B u v hu hv, pairHamiltonian_mulVec]
    ext p
    simp only [deviation, productState, Pi.add_apply, Pi.sub_apply, Pi.smul_apply, smul_eq_mul]
    ring
  apply Complex.ofReal_injective
  rw [Complex.ofReal_add, variance_eq_overlap, variance_eq_overlap, variance_eq_overlap, hd]
  -- both cross terms contain the overlap of a state with its own deviation
  simp only [star_add, add_dotProduct, dotProduct_add, overlap_productState, hu, hv,
    state_orthogonal_deviation A u hu, state_orthogonal_deviation B v hv,
    mul_one, one_mul, mul_zero, zero_mul, add_zero, zero_add]

/-- A product of unit vectors is an eigenvector of the pair Hamiltonian exactly when each
factor is an eigenvector of its fragment Hamiltonian. -/
theorem product_eigenvector_iff (A : Matrix m m ℂ) (B : Matrix n n ℂ) (u : m → ℂ) (v : n → ℂ)
    (hu : star u ⬝ᵥ u = 1) (hv : star v ⬝ᵥ v = 1) :
    (∃ e : ℂ, pairHamiltonian A B *ᵥ productState u v = e • productState u v) ↔
      (∃ a : ℂ, A *ᵥ u = a • u) ∧ ∃ b : ℂ, B *ᵥ v = b • v := by
  have huv : star (productState u v) ⬝ᵥ productState u v = 1 := by
    rw [overlap_productState, hu, hv, mul_one]
  rw [← variance_eq_zero_iff _ _ huv, ← variance_eq_zero_iff A u hu,
    ← variance_eq_zero_iff B v hv, variance_additive A B u v hu hv]
  -- two nonnegative variances add to zero only if both vanish
  have hA : 0 ≤ variance A u := Finset.sum_nonneg fun i _ => sq_nonneg _
  have hB : 0 ≤ variance B v := Finset.sum_nonneg fun i _ => sq_nonneg _
  constructor
  · intro h
    constructor <;> linarith
  · rintro ⟨h1, h2⟩
    linarith

/-- The Pauli matrix `σz`. -/
def sigmaZ : Matrix (Fin 2) (Fin 2) ℂ := !![1, 0; 0, -1]

/-- The two-spin state with amplitudes `3/5` on `(0, 0)` and `4/5` on `(1, 1)`. -/
def entangledState : Fin 2 × Fin 2 → ℂ :=
  fun p => (!![3 / 5, 0; 0, 4 / 5] : Matrix (Fin 2) (Fin 2) ℂ) p.1 p.2

/-- In the unit vector `entangledState`, the variance of `σz ⊗ 1 + 1 ⊗ σz` is `2304/625`,
while `σz ⊗ 1` and `1 ⊗ σz` each have variance `576/625`. -/
theorem entangled_variance_not_additive :
    star entangledState ⬝ᵥ entangledState = 1 ∧
    variance (pairHamiltonian sigmaZ sigmaZ) entangledState = 2304 / 625 ∧
    variance (pairHamiltonian sigmaZ (0 : Matrix (Fin 2) (Fin 2) ℂ)) entangledState
      = 576 / 625 ∧
    variance (pairHamiltonian (0 : Matrix (Fin 2) (Fin 2) ℂ) sigmaZ) entangledState
      = 576 / 625 := by
  -- the amplitudes are real
  have hs : star entangledState = entangledState := by
    ext p
    refine Complex.conj_eq_iff_im.mpr ?_
    rcases p with ⟨i, j⟩
    fin_cases i <;> fin_cases j <;> norm_num [entangledState]
  have h1 : mean (pairHamiltonian sigmaZ sigmaZ) entangledState = -14 / 25 := by
    rw [mean, hs]
    norm_num [pairHamiltonian, sigmaZ, entangledState, Matrix.mulVec, dotProduct,
      Fintype.sum_prod_type, Fin.sum_univ_two, Matrix.one_apply]
  have h2 : mean (pairHamiltonian sigmaZ (0 : Matrix (Fin 2) (Fin 2) ℂ)) entangledState
      = -7 / 25 := by
    rw [mean, hs]
    norm_num [pairHamiltonian, sigmaZ, entangledState, Matrix.mulVec, dotProduct,
      Fintype.sum_prod_type, Fin.sum_univ_two, Matrix.one_apply]
  have h3 : mean (pairHamiltonian (0 : Matrix (Fin 2) (Fin 2) ℂ) sigmaZ) entangledState
      = -7 / 25 := by
    rw [mean, hs]
    norm_num [pairHamiltonian, sigmaZ, entangledState, Matrix.mulVec, dotProduct,
      Fintype.sum_prod_type, Fin.sum_univ_two, Matrix.one_apply]
  refine ⟨?_, ?_, ?_, ?_⟩
  · rw [hs]
    norm_num [entangledState, dotProduct, Fintype.sum_prod_type, Fin.sum_univ_two]
  · simp only [variance, deviation, h1]
    norm_num [pairHamiltonian, sigmaZ, entangledState, Matrix.mulVec, dotProduct,
      Fintype.sum_prod_type, Fin.sum_univ_two, Matrix.one_apply]
  · simp only [variance, deviation, h2]
    norm_num [pairHamiltonian, sigmaZ, entangledState, Matrix.mulVec, dotProduct,
      Fintype.sum_prod_type, Fin.sum_univ_two, Matrix.one_apply]
  · simp only [variance, deviation, h3]
    norm_num [pairHamiltonian, sigmaZ, entangledState, Matrix.mulVec, dotProduct,
      Fintype.sum_prod_type, Fin.sum_univ_two, Matrix.one_apply]

end

end ProductStateVariance
```

```lean
#print axioms ProductStateVariance.variance_of_isHermitian
#print axioms ProductStateVariance.overlap_productState
#print axioms ProductStateVariance.product_eigenvector_iff
#print axioms ProductStateVariance.entangled_variance_not_additive
```

```
'ProductStateVariance.variance_of_isHermitian' depends on axioms: [propext, Classical.choice, Quot.sound]
'ProductStateVariance.overlap_productState' depends on axioms: [propext, Classical.choice, Quot.sound]
'ProductStateVariance.product_eigenvector_iff' depends on axioms: [propext, Classical.choice, Quot.sound]
'ProductStateVariance.entangled_variance_not_additive' depends on axioms: [propext, Classical.choice, Quot.sound]
```

## From the derivation to the proof

`overlap_productState` factorises the double sum. In `pairHamiltonian_mulVec`, `h1` and `h2` collapse the two Kronecker deltas. `mean_additive` combines these lemmas with normalisation.

In `variance_additive`, `hd` is the formula for \(d_H\). `variance_eq_overlap` turns the real variances into complex overlaps, and `state_orthogonal_deviation` removes the cross terms. `variance_of_isHermitian` uses Hermiticity in its step `h`, which moves `A` across the overlap.

`product_eigenvector_iff` translates all three eigenvector conditions into zero variances through `variance_eq_zero_iff`; `linarith` then uses nonnegativity. For the entangled state, the proof first checks that the amplitudes are real and computes the three means, then `norm_num` evaluates the finite sums for the norm and variances.
